# Layer dynamical charges that alternate in the bulk: the averaged surface sum is z/2 plus the surface deviations

Cut a crystal whose atomic layers, deep inside, carry dynamical charges alternating between $z$ and $-z$, and add up the layer charges from the surface inwards: if $z \neq 0$, the running total never settles, however deep one goes. Which value should count as the dynamical charge of the surface, and what does it require of the outermost layers if that value is to be zero?

```lean
import Mathlib

open Filter Topology

namespace LayerChargeSumRule

noncomputable section

/-- Dynamical charge of layer `n` in the bulk pattern: `z, -z, z, -z, ...`. -/
def bulkCharge (z : ℝ) (n : ℕ) : ℝ := (-1) ^ n * z

/-- The layer charges `Z` equal their bulk values from layer `n0` inwards. -/
def IsBulkFrom (Z : ℕ → ℝ) (z : ℝ) (n0 : ℕ) : Prop :=
  ∀ n, n0 ≤ n → Z n = bulkCharge z n

/-- Dynamical charge accumulated from the surface layer `0` down to layer `N`. -/
def slabCharge (Z : ℕ → ℝ) (N : ℕ) : ℝ := ∑ n ∈ Finset.range (N + 1), Z n

/-- Cesàro mean of the accumulated charges of layers `0` to `N`. -/
def meanCharge (Z : ℕ → ℝ) (N : ℕ) : ℝ :=
  (∑ k ∈ Finset.range (N + 1), slabCharge Z k) / ((N : ℝ) + 1)

/-- Surface neutrality: the averaged accumulated charge tends to zero. -/
def Neutral (Z : ℕ → ℝ) : Prop := Tendsto (meanCharge Z) atTop (𝓝 0)

/-- With every layer at its bulk value, the accumulated charge alternates
between `z` and `0`. -/
theorem slabCharge_bulk (z : ℝ) (N : ℕ) :
    slabCharge (bulkCharge z) N = z * (1 + (-1) ^ N) / 2 := by
  induction N with
  | zero =>
    simp only [slabCharge, bulkCharge, zero_add, Finset.sum_range_one, pow_zero]
    ring
  | succ N ih =>
    unfold slabCharge at *
    rw [Finset.sum_range_succ, ih]
    simp only [bulkCharge]
    ring

/-- With every layer at its bulk value, the averaged charge differs from `z / 2`
by at most `|z| / 2` divided by the number of layers. -/
theorem abs_meanCharge_bulk_sub_le (z : ℝ) (N : ℕ) :
    |meanCharge (bulkCharge z) N - z / 2| ≤ |z| / 2 / ((N : ℝ) + 1) := by
  have hpos : (0 : ℝ) < (N : ℝ) + 1 := by positivity
  -- the sum of the accumulated charges in closed form
  have hsum : ∀ M : ℕ, ∑ k ∈ Finset.range (M + 1), slabCharge (bulkCharge z) k
      = z / 2 * ((M : ℝ) + 1) + z * (1 + (-1) ^ M) / 4 := by
    intro M
    induction M with
    | zero =>
      rw [zero_add, Finset.sum_range_one, slabCharge_bulk]
      push_cast
      ring
    | succ M ih =>
      rw [Finset.sum_range_succ, ih, slabCharge_bulk]
      push_cast
      ring
  have hdiff : meanCharge (bulkCharge z) N - z / 2
      = (z * (1 + (-1) ^ N) / 4) / ((N : ℝ) + 1) := by
    unfold meanCharge
    rw [hsum, add_div, mul_div_cancel_right₀ _ hpos.ne']
    ring
  have hnum : |z * (1 + (-1) ^ N) / 4| ≤ |z| / 2 := by
    rcases neg_one_pow_eq_or ℝ N with h | h
    · have e : z * (1 + 1) / 4 = z / 2 := by ring
      rw [h, e, abs_div, abs_of_pos (two_pos : (0 : ℝ) < 2)]
    · have e : z * (1 + -1) / 4 = 0 := by ring
      rw [h, e, abs_zero]
      positivity
  rw [hdiff, abs_div, abs_of_pos hpos]
  exact div_le_div_of_nonneg_right hnum hpos.le

/-- If the deviations of the layer charges from the bulk pattern sum to `D`, the
averaged accumulated charge converges to `z / 2 + D`. -/
theorem meanCharge_tendsto_of_hasSum {Z : ℕ → ℝ} {z D : ℝ}
    (h : HasSum (fun n => Z n - bulkCharge z n) D) :
    Tendsto (meanCharge Z) atTop (𝓝 (z / 2 + D)) := by
  -- the bulk pattern contributes z / 2
  have hbulk : Tendsto (meanCharge (bulkCharge z)) atTop (𝓝 (z / 2)) := by
    have hlim : Tendsto (fun N : ℕ => |z| / 2 / ((N : ℝ) + 1)) atTop (𝓝 0) := by
      have h0 := (tendsto_one_div_add_atTop_nhds_zero_nat (𝕜 := ℝ)).const_mul (|z| / 2)
      simpa only [mul_one_div, mul_zero] using h0
    exact tendsto_iff_norm_sub_tendsto_zero.2
      (squeeze_zero (fun _ => norm_nonneg _)
        (fun N => (Real.norm_eq_abs _).le.trans (abs_meanCharge_bulk_sub_le z N)) hlim)
  -- the deviations have convergent partial sums, hence convergent means
  have hdev : Tendsto (meanCharge (fun n => Z n - bulkCharge z n)) atTop (𝓝 D) := by
    have hs : Tendsto (slabCharge (fun n => Z n - bulkCharge z n)) atTop (𝓝 D) :=
      h.tendsto_sum_nat.comp (tendsto_add_atTop_nat 1)
    refine (hs.cesaro.comp (tendsto_add_atTop_nat 1)).congr (fun N => ?_)
    simp only [Function.comp_apply, meanCharge]
    push_cast
    rw [div_eq_inv_mul]
  refine (hbulk.add hdev).congr (fun N => ?_)
  unfold meanCharge
  rw [← add_div, ← Finset.sum_add_distrib]
  congr 1
  refine Finset.sum_congr rfl (fun k _ => ?_)
  unfold slabCharge
  rw [← Finset.sum_add_distrib]
  exact Finset.sum_congr rfl (fun n _ => add_sub_cancel (bulkCharge z n) (Z n))

/-- Layer-charge sum rule: if the charges are bulk-like from layer `n0` on, the averaged
accumulated charge converges to `z / 2` plus the deviations of the first `n0` layers. -/
theorem layer_charge_sum_rule {Z : ℕ → ℝ} {z : ℝ} {n0 : ℕ} (hZ : IsBulkFrom Z z n0) :
    Tendsto (meanCharge Z) atTop
      (𝓝 (z / 2 + ∑ n ∈ Finset.range n0, (Z n - bulkCharge z n))) := by
  apply meanCharge_tendsto_of_hasSum
  apply hasSum_sum_of_ne_finset_zero
  intro n hn
  have hle : n0 ≤ n := by simpa using hn
  exact sub_eq_zero.2 (hZ n hle)

/-- The surface is neutral exactly when the deviations of the surface layers from
their bulk values add up to `-z / 2`. -/
theorem neutral_iff {Z : ℕ → ℝ} {z : ℝ} {n0 : ℕ} (hZ : IsBulkFrom Z z n0) :
    Neutral Z ↔ ∑ n ∈ Finset.range n0, (Z n - bulkCharge z n) = -z / 2 := by
  have hlim := layer_charge_sum_rule hZ
  constructor
  · intro h
    have h0 := tendsto_nhds_unique hlim h
    linarith
  · intro h
    have h0 : z / 2 + -z / 2 = 0 := by ring
    rw [h, h0] at hlim
    exact hlim

/-- At a neutral surface of a crystal with nonzero bulk layer charge, some layer `n < n0` has a
charge different from its bulk value. -/
theorem exists_surface_charge_ne_bulk {Z : ℕ → ℝ} {z : ℝ} {n0 : ℕ}
    (hZ : IsBulkFrom Z z n0) (hz : z ≠ 0) (hN : Neutral Z) :
    ∃ n, n < n0 ∧ Z n ≠ bulkCharge z n := by
  by_contra hne
  have hall : ∀ n ∈ Finset.range n0, Z n - bulkCharge z n = 0 := by
    intro n hn
    by_contra hd
    exact hne ⟨n, Finset.mem_range.1 hn, fun e => hd (sub_eq_zero.2 e)⟩
  have h := (neutral_iff hZ).1 hN
  rw [Finset.sum_eq_zero hall] at h
  exact hz (by linarith)

/-- For nonzero bulk layer charge the accumulated charge itself, without averaging,
has no limit. -/
theorem slabCharge_not_tendsto {Z : ℕ → ℝ} {z : ℝ} {n0 : ℕ}
    (hZ : IsBulkFrom Z z n0) (hz : z ≠ 0) (L : ℝ) :
    ¬ Tendsto (slabCharge Z) atTop (𝓝 L) := by
  intro hL
  -- convergence would force the single-layer charges to vanish
  have h2 : Tendsto (fun N => Z (N + 1)) atTop (𝓝 0) := by
    have h := (hL.comp (tendsto_add_atTop_nat 1)).sub hL
    rw [sub_self] at h
    refine h.congr (fun N => ?_)
    simp only [Function.comp_apply, slabCharge]
    rw [Finset.sum_range_succ _ (N + 1)]
    ring
  -- but their magnitude stays at |z|
  have h3 : Tendsto (fun _ : ℕ => |z|) atTop (𝓝 |(0 : ℝ)|) := by
    refine h2.abs.congr' (eventually_atTop.2 ⟨n0, fun N hN => ?_⟩)
    show |Z (N + 1)| = |z|
    rw [hZ (N + 1) (by omega)]
    simp [bulkCharge, abs_mul, abs_pow]
  have h4 := tendsto_nhds_unique tendsto_const_nhds h3
  exact hz (by simpa using h4)

/-- Layer charges with `z / 2` on the outermost layer and bulk values below it. -/
def halfTerminated (z : ℝ) (n : ℕ) : ℝ := if n = 0 then z / 2 else bulkCharge z n

/-- The surface with half the bulk charge on its outermost layer is bulk-like from
layer `1` on and neutral. -/
theorem halfTerminated_witness (z : ℝ) :
    IsBulkFrom (halfTerminated z) z 1 ∧ Neutral (halfTerminated z) := by
  have hb : IsBulkFrom (halfTerminated z) z 1 := by
    intro n hn
    exact if_neg (by omega)
  refine ⟨hb, (neutral_iff hb).2 ?_⟩
  simp only [Finset.sum_range_one, halfTerminated, bulkCharge, if_true, pow_zero]
  ring

end

end LayerChargeSumRule
```

```lean
#print axioms LayerChargeSumRule.layer_charge_sum_rule
#print axioms LayerChargeSumRule.exists_surface_charge_ne_bulk
#print axioms LayerChargeSumRule.slabCharge_not_tendsto
```

```
'LayerChargeSumRule.layer_charge_sum_rule' depends on axioms: [propext, Classical.choice, Quot.sound]
'LayerChargeSumRule.exists_surface_charge_ne_bulk' depends on axioms: [propext, Classical.choice, Quot.sound]
'LayerChargeSumRule.slabCharge_not_tendsto' depends on axioms: [propext, Classical.choice, Quot.sound]
```

## Layers, running totals and their average

The dynamical charge of a layer is the change in the dipole moment along the surface normal, per surface cell and per unit displacement, when the layer is displaced rigidly by a small amount along that normal. Its value depends on the electrical boundary condition, which must be the same for all layers. In a thick, isolated, insulating slab with no external field, the deep layers do not show the Born effective charge, which is defined at zero macroscopic field, but that charge divided by the electronic dielectric constant along the normal. Here the layer charges are given numbers: a function `Z : ℕ → ℝ` assigns a real charge $Z_n$ to layer $n$, with $n = 0$ the outermost layer and $n$ growing towards the interior.

The bulk pattern is `bulkCharge z n`, that is $b_n = (-1)^n z$. The sign convention makes $z$ the bulk value belonging to the position of layer $0$, so a crystal that ends on the other kind of layer has the opposite sign of $z$. Two neighbouring bulk layers add up to zero, as the acoustic sum rule requires of a bulk cell made of two such layers. The hypothesis `IsBulkFrom Z z n0` says that $Z_n = b_n$ for every $n \ge n_0$. Only layers $0, \dots, n_0 - 1$ may differ from the pattern.

Two quantities are built from the charges:

$$S_N = \sum_{n=0}^{N} Z_n, \qquad M_N = \frac{1}{N+1}\sum_{k=0}^{N} S_k .$$

The first is `slabCharge Z N`, the charge accumulated down to and including layer $N$. The second is `meanCharge Z N`, its Cesàro mean, which averages over the depth at which the counting stops. The main theorem, `layer_charge_sum_rule`, says that under `IsBulkFrom Z z n0`

$$M_N \longrightarrow \frac{z}{2} + D, \qquad D = \sum_{n=0}^{n_0-1} (Z_n - b_n).$$

For $n_0 = 0$ the sum is empty and the limit is $z/2$.

## What neutrality stands for

`Neutral Z` is defined as $M_N \to 0$. It is a condition imposed on the dynamical charges, not a statement about the static charge of the surface, and a symmetric slab shows the physics behind it. Displacing a whole neutral slab rigidly leaves its dipole moment unchanged, so its layer charges add up to zero. Take an odd number of layers, two mirror-related surfaces and a bulk-like region between them. The bulk pattern contributes $z$ and each surface contributes its deviation $D$, so $z + 2D = 0$, or $z/2 + D = 0$. This is the condition that the averaged charge of the half-infinite crystal vanishes. If the two surfaces differ, the same argument makes only the sum of their averaged charges vanish, not each one separately. The slab argument only motivates the definition; the theorems treat a single surface.

For layer charges that satisfy `IsBulkFrom Z z n0`, the theorems say the following:

- `neutral_iff`: the surface is neutral exactly when $D = -z/2$.
- `exists_surface_charge_ne_bulk`: if $z \ne 0$ and the surface is neutral, some layer $n < n_0$ has $Z_n \neq b_n$.
- `halfTerminated_witness`: putting $z/2$ on layer $0$ and bulk values on all others gives a neutral surface, so one modified layer is enough.

For slabs with two mirror-related surfaces this gives a consistency check on computed charges, within a model that has one scalar charge per layer and a strictly alternating bulk pattern: a neutral surface with $z \neq 0$ cannot have bulk dynamical charges all the way to its outermost layer. For $n_0 = 1$ the deviation of layer $0$ is thereby fixed at $-z/2$; for $n_0 \ge 2$ the theorems fix only the sum of the deviations, not how it is shared among the layers. Nor do they derive the acoustic sum rule from translational invariance.

The requirement of exact bulk values beyond $n_0$ is an idealisation, since computed charges usually approach the bulk values gradually. The theorem `meanCharge_tendsto_of_hasSum` relaxes it. There the deviations may extend over infinitely many layers, provided they have a sum $D$ in the sense of `HasSum`, which for real numbers means absolute convergence.

## The ideal termination gives z/2

Let every layer have its bulk value. The charges cancel in pairs, so the accumulated charge is $z$ when $N$ is even and $0$ when $N$ is odd:

$$S_N = \frac{z\,(1 + (-1)^N)}{2}.$$

This is `slabCharge_bulk`. Lean proves it by induction on $N$: `Finset.sum_range_succ` splits off the last layer, and `ring` checks the algebra.

Summing once more, and using $\sum_{k=0}^N (-1)^k = (1 + (-1)^N)/2$, gives

$$\sum_{k=0}^{N} S_k = \frac{z}{2}(N+1) + \frac{z\,(1 + (-1)^N)}{4}.$$

After division by $N+1$,

$$M_N - \frac{z}{2} = \frac{z\,(1 + (-1)^N)}{4(N+1)}, \qquad \left|M_N - \frac{z}{2}\right| \le \frac{|z|}{2(N+1)}.$$

The bound is an equality for even $N$, while for odd $N$ the mean is exactly $z/2$. In `abs_meanCharge_bulk_sub_le`, the step `hsum` is the closed form of the double sum, again by induction, `hdiff` is the division, and `hnum` bounds the numerator by treating the two values of $(-1)^N$ separately.

## Surface deviations add their sum

Now let the charges be general and write $Z_n = b_n + d_n$, where $d_n$ is the deviation of layer $n$. Both $S_N$ and $M_N$ are linear in the charges, so the mean for $Z$ is the mean for $b$ plus the mean for $d$. The first part tends to $z/2$.

For the second part, let $T_N = d_0 + \dots + d_N$ and suppose $T_N \to D$. Given $\varepsilon > 0$, choose $K$ such that $|T_k - D| < \varepsilon$ for all $k \ge K$. Then for $N \ge K$

$$\left|\frac{1}{N+1}\sum_{k=0}^{N} T_k - D\right| \le \frac{1}{N+1}\sum_{k=0}^{K-1} |T_k - D| + \varepsilon .$$

The sum on the right is a fixed number, so its term vanishes as $N$ grows. Since $\varepsilon$ was arbitrary, the means of $T_N$ tend to $D$, and $M_N \to z/2 + D$.

The proof of `meanCharge_tendsto_of_hasSum` has the same two parts. In `hbulk`, the bound for the ideal termination is squeezed to zero. In `hdev`, the partial sums converge because the deviations have a sum, and Mathlib's Cesàro theorem, `hs.cesaro`, supplies the estimate just given. The shifts by one account for sums that run over $N+1$ layers. The closing lines add the two limits and recombine the sums term by term.

If the charges are bulk-like from $n_0$ on, then $d_n = 0$ for $n \ge n_0$, and the sum of all deviations is the finite sum over $n < n_0$. The proof of `layer_charge_sum_rule` uses `hasSum_sum_of_ne_finset_zero` for exactly this reduction.

## Consequences for a neutral surface

A sequence has at most one limit. Hence $M_N \to 0$ holds exactly when $z/2 + D = 0$, which is `neutral_iff`; the uniqueness enters through `tendsto_nhds_unique`.

Suppose next that the surface is neutral and that no layer $n < n_0$ deviates. Then $D = 0$, so $-z/2 = 0$ and $z = 0$. For $z \neq 0$ some layer must therefore deviate. `exists_surface_charge_ne_bulk` runs this argument by contradiction, with `hall` stating that every deviation vanishes.

For the half-charged outermost layer, take $n_0 = 1$. The only deviation is $z/2 - z = -z/2$, as neutrality demands. This is the calculation in `halfTerminated_witness`.

## Why the running total alone has no limit

If $S_N$ converged to some $L$, the difference of successive terms would satisfy

$$Z_{N+1} = S_{N+1} - S_N \longrightarrow L - L = 0 .$$

But $|Z_{N+1}| = |z|$ for all $N \ge n_0$, so $z$ would have to be zero. `slabCharge_not_tendsto` follows these lines: `h2` is the limit of the differences, `h3` replaces their magnitude by the constant $|z|$ at large depth, and `h4` compares the two limits. For $z \neq 0$, then, the full sequence of accumulated charges has no limit, whereas its Cesàro mean does. Counting only at even depths, or only at odd ones, would also give a limit, but the two limits differ by $z$ in magnitude.

## Two perturbed layers in numbers

Take $z = 2$ and $n_0 = 2$, with $Z_0 = 1.4$ and $Z_1 = -2.4$, followed by the bulk values $2, -2, 2, \dots$. The deviations are $1.4 - 2 = -0.6$ and $-2.4 + 2 = -0.4$. They add up to $-1 = -z/2$, so the surface is neutral.

| $N$ | $Z_N$ | $S_N$ | $M_N$ |
|---|---|---|---|
| 0 | 1.4 | 1.4 | 1.4 |
| 1 | −2.4 | −1.0 | 0.2 |
| 2 | 2 | 1.0 | 0.467 |
| 3 | −2 | −1.0 | 0.1 |
| 4 | 2 | 1.0 | 0.28 |
| 5 | −2 | −1.0 | 0.067 |

The accumulated charge keeps jumping between $1$ and $-1$, while its mean decays towards zero like $1/N$. With ideal values on the first two layers as well, the accumulated charges would be $2, 0, 2, 0, \dots$ and the mean would tend to $1 = z/2$.

## Averaging over two successive depths

The dynamical charge of the surface could also have been defined through the two-depth average $(S_N + S_{N+1})/2$. For the ideal termination this equals $z/2$ at every $N$. With finitely many perturbed layers it equals $z/2 + D$ for every $N$ with $N + 1 \ge n_0$. In the table, the average of $S_1$ and $S_2$ is already $0$.

With that definition the main theorem would become an identity at finite depth, with no limit to take, which suits a calculation with few layers. The definition would, however, be tied to a bulk pattern that repeats every two layers. The Cesàro mean converges more slowly, but its definition does not refer to the repeat length, so it could stay unchanged for a bulk cell with more layers whose charges add up to zero. Only the bulk contribution $z/2$ would have to be replaced, by the average of the ideal accumulated charge over one repeat.
